# The one-body local energy of a Slater determinant is a trace wherever the determinant is nonzero

A one-particle operator $h$, such as a kinetic energy plus an external potential, turns one function of a single electron's coordinates into another, and the first thing to settle is how much linearity to demand of it. A differential operator acts only on sufficiently smooth functions. Mathlib's `deriv` is defined on every function, returns zero where no derivative exists, and is therefore not additive on the space of all functions. Here $h$ is an arbitrary map from functions to functions, required to be linear only on linear combinations of the occupied orbitals. A Slater determinant, seen as a function of one electron, is such a combination, so this weaker condition carries the whole argument and admits derivatives of smooth orbitals. Under it, the local energy of the sum of $h$ over all electrons is the trace of a matrix product at every configuration where the determinant does not vanish.

## Orbitals, determinant and operator

Electrons and orbitals are labelled by the same finite type `n`, with $N$ elements, so there are as many orbitals as electrons. The type `X` is the set of one-electron coordinates. It carries no structure and may include a spin label. Values lie in a commutative ring `R`, or in a field `K` such as $\mathbb{R}$ or $\mathbb{C}$ when a division occurs.

```lean
import Mathlib

open Matrix

namespace OneBodyLocalEnergy

noncomputable section

variable {n : Type*} [Fintype n] [DecidableEq n] {X : Type*}
```

For $N\times N$ matrices $A$ and $B$, and a row vector $v$, write $A[i\leftarrow v]$ for $A$ with row $i$ replaced by $v$, and $B_i$ for row $i$ of $B$ (in Lean `B i`). The algebraic object is
$$S(A,B)=\sum_i \det A[i\leftarrow B_i].$$

```lean
/-- Sum over rows `i` of the determinant of `A` with row `i` replaced by row `i` of `B`. -/
def rowReplacedSum {R : Type*} [CommRing R] (A B : Matrix n n R) : R :=
  ∑ i, (A.updateRow i (B i)).det
```

Given orbitals $\varphi_j$, functions on $X$, and a configuration $x$ that places electron $i$ at $x_i$, the Slater matrix is $A_{ij}=\varphi_j(x_i)$. Rows belong to electrons and columns to orbitals.

```lean
/-- Slater matrix: entry `(i, j)` is orbital `j` evaluated at the position of electron `i`. -/
def slaterMatrix {R : Type*} (φ : n → X → R) (x : n → X) : Matrix n n R :=
  Matrix.of fun i j => φ j (x i)
```

The wave function is $\Psi(x)=\det A$. For orthonormal orbitals the normalised function is $\Psi/\sqrt{N!}$, a constant factor that cancels between numerator and denominator of a local energy.

```lean
/-- The (unnormalised) Slater determinant of the orbitals `φ` at the configuration `x`. -/
def slater {R : Type*} [CommRing R] (φ : n → X → R) (x : n → X) : R :=
  (slaterMatrix φ x).det
```

Write $x[i\leftarrow y]$ for the configuration with electron $i$ moved to $y$, which is `Function.update x i y`. The operator $h(i)$ freezes the other electrons, applies $h$ to the function $y\mapsto\Psi(x[i\leftarrow y])$ and evaluates the result at $x_i$. The one-body operator is $\hat O=\sum_i h(i)$.

```lean
/-- The one-body operator `∑ᵢ h(i)` applied to a many-electron function `Ψ`: in term `i` the
operator `h` acts on the coordinate of electron `i`, the others being held fixed. -/
def oneBodyOp {R : Type*} [CommRing R] (h : (X → R) → X → R) (Ψ : (n → X) → R)
    (x : n → X) : R :=
  ∑ i, h (fun y => Ψ (Function.update x i y)) (x i)
```

Its local energy is the ratio $E_L(x)=(\hat O\Psi)(x)/\Psi(x)$.

```lean
/-- Local energy of the one-body operator: `(∑ᵢ h(i) Ψ)(x) / Ψ(x)`. -/
def localEnergy {K : Type*} [Field K] (h : (X → K) → X → K) (Ψ : (n → X) → K)
    (x : n → X) : K :=
  oneBodyOp h Ψ x / Ψ x
```

The linearity condition reads
$$h\Big(\sum_j c_j\varphi_j\Big)=\sum_j c_j\,h\varphi_j\qquad\text{for all coefficients } c_j,$$
as an equality of functions on $X$. It says that $h$ is linear on the span of the orbitals. It is a hypothesis of the theorems, to be supplied for each operator. Nothing is assumed about Hermiticity, orthogonality or square integrability.

```lean
/-- The one-particle operator `h` acts linearly on linear combinations of the orbitals `φ`. -/
def LinearOnOrbitals {R : Type*} [CommRing R] (h : (X → R) → X → R) (φ : n → X → R) : Prop :=
  ∀ c : n → R, h (∑ j, c j • φ j) = ∑ j, c j • h (φ j)
```

## The row-replaced sum as a trace

The cofactors of row $i$ do not involve the entries of row $i$, so $A$ and $A[i\leftarrow v]$ share them. The adjugate is the transposed matrix of cofactors, and expansion along row $i$ gives
$$\det A[i\leftarrow v]=\sum_j v_j\,(\operatorname{adj}A)_{ji}.$$
The proof reaches this through Cramer's rule. `Matrix.cramer_transpose_apply` identifies the left side with component $i$ of the Cramer vector of $A^{T}$, `Matrix.cramer_eq_adjugate_mulVec` writes that vector as $\operatorname{adj}(A^{T})\,v$, and `Matrix.adjugate_transpose` turns $\operatorname{adj}(A^{T})_{ij}$ into $(\operatorname{adj}A)_{ji}$.

```lean
/-- Cofactor expansion: the determinant with row `i` replaced by `v` is `v` contracted with
column `i` of the adjugate. -/
theorem det_updateRow_cofactor {R : Type*} [CommRing R] (A : Matrix n n R) (i : n)
    (v : n → R) : (A.updateRow i v).det = ∑ j, v j * adjugate A j i := by
  rw [← Matrix.cramer_transpose_apply, Matrix.cramer_eq_adjugate_mulVec,
    ← Matrix.adjugate_transpose]
  show ∑ j, adjugate A j i * v j = _
  exact Finset.sum_congr rfl fun j _ => mul_comm _ _
```

Setting $v=B_i$ and summing over rows,
$$S(A,B)=\sum_{i,j}B_{ij}(\operatorname{adj}A)_{ji}=\operatorname{tr}(B\operatorname{adj}A)=\operatorname{tr}(\operatorname{adj}A\;B).$$
No division appears, so the identity holds over any commutative ring and for singular $A$. Lean applies the cyclic property `Matrix.trace_mul_comm` first and then unfolds both sides to the same double sum.

```lean
/-- For any `A`, singular or not, the sum of row-replaced determinants is `tr(adj(A) B)`. -/
theorem rowReplacedSum_eq_trace_adjugate {R : Type*} [CommRing R] (A B : Matrix n n R) :
    rowReplacedSum A B = trace (adjugate A * B) := by
  rw [Matrix.trace_mul_comm]
  simp only [rowReplacedSum, det_updateRow_cofactor, Matrix.trace, Matrix.diag_apply,
    Matrix.mul_apply]
```

Over a field, $\det A\neq0$ makes $A$ invertible. With $I$ the identity matrix, $\operatorname{adj}A\;A=\det A\cdot I$, and hence
$$\operatorname{adj}A=\operatorname{adj}A\,(AA^{-1})=(\operatorname{adj}A\;A)\,A^{-1}=\det A\cdot A^{-1}.$$
These equalities are the `calc` block. Pulling the scalar out of the trace with `Matrix.trace_smul` leaves
$$S(A,B)=\operatorname{tr}(A^{-1}B)\,\det A .$$

```lean
/-- For invertible `A` the sum of row-replaced determinants is `tr(A⁻¹ B) det A`. -/
theorem rowReplacedSum_eq_trace_inv {K : Type*} [Field K] (A B : Matrix n n K)
    (hA : A.det ≠ 0) : rowReplacedSum A B = trace (A⁻¹ * B) * A.det := by
  have hu : IsUnit A.det := isUnit_iff_ne_zero.mpr hA
  -- the adjugate is the determinant times the inverse
  have h : adjugate A = A.det • A⁻¹ :=
    calc adjugate A = adjugate A * (A * A⁻¹) := by
          rw [Matrix.mul_nonsing_inv A hu, Matrix.mul_one]
      _ = A.det • A⁻¹ := by
          rw [← Matrix.mul_assoc, Matrix.adjugate_mul, Matrix.smul_mul, Matrix.one_mul]
  rw [rowReplacedSum_eq_trace_adjugate, h, Matrix.smul_mul, Matrix.trace_smul, smul_eq_mul]
  exact mul_comm _ _
```

## Moving one electron replaces one row

Only row $i$ of the Slater matrix depends on $x_i$. Moving electron $i$ to $y$ replaces that row by the values $\varphi_j(y)$ and leaves the others alone, which is checked entry by entry, according to whether the row index equals $i$.

```lean
omit [Fintype n] in
/-- Moving electron `i` to `y` replaces row `i` of the Slater matrix by the orbital values
at `y`. -/
theorem slaterMatrix_update {R : Type*} (φ : n → X → R) (x : n → X) (i : n) (y : X) :
    slaterMatrix φ (Function.update x i y)
      = (slaterMatrix φ x).updateRow i (fun j => φ j y) := by
  ext k j
  simp only [slaterMatrix, Matrix.of_apply, Matrix.updateRow_apply, Function.update_apply]
  split_ifs <;> rfl
```

The cofactor expansion then shows the determinant as a combination of orbitals in $y$,
$$\Psi(x[i\leftarrow y])=\sum_j(\operatorname{adj}A)_{ji}\,\varphi_j(y),$$
with coefficients computed at the original configuration and independent of $y$. This is `hfun`. Linearity on the orbitals, used in `e` with $c_j=(\operatorname{adj}A)_{ji}$, moves $h$ inside the sum. Define $B_{ij}=(h\varphi_j)(x_i)$, the Slater matrix of the functions $h\varphi_j$. Evaluating at $x_i$ and reading the cofactor expansion backwards,
$$\big(h(i)\Psi\big)(x)=\sum_j(\operatorname{adj}A)_{ji}\,B_{ij}=\det A[i\leftarrow B_i],$$
and the sum over electrons is $(\hat O\Psi)(x)=S(A,B)$ at every configuration, nodes included.

```lean
/-- A one-body operator applied to a Slater determinant is the sum of row-replaced
determinants, the new rows being taken from the matrix of values `(h φⱼ)(xᵢ)`. -/
theorem oneBodyOp_slater {R : Type*} [CommRing R] (h : (X → R) → X → R) (φ : n → X → R)
    (hlin : LinearOnOrbitals h φ) (x : n → X) :
    oneBodyOp h (slater φ) x
      = rowReplacedSum (slaterMatrix φ x) (slaterMatrix (fun j => h (φ j)) x) := by
  unfold oneBodyOp rowReplacedSum
  refine Finset.sum_congr rfl fun i _ => ?_
  -- as a function of electron `i`, the determinant is a combination of the orbitals
  have hfun : (fun y => slater φ (Function.update x i y))
      = ∑ j, adjugate (slaterMatrix φ x) j i • φ j := by
    funext y
    simp only [slater, slaterMatrix_update, det_updateRow_cofactor, Finset.sum_apply,
      Pi.smul_apply, smul_eq_mul]
    exact Finset.sum_congr rfl fun j _ => mul_comm _ _
  have e : h (∑ j, adjugate (slaterMatrix φ x) j i • φ j)
      = ∑ j, adjugate (slaterMatrix φ x) j i • h (φ j) :=
    hlin fun j => adjugate (slaterMatrix φ x) j i
  rw [hfun, e, det_updateRow_cofactor]
  simp only [Finset.sum_apply, Pi.smul_apply, smul_eq_mul]
  exact Finset.sum_congr rfl fun j _ => mul_comm _ _
```

## The local energy

At a configuration with $\Psi(x)\neq0$, dividing $S(A,B)=\operatorname{tr}(A^{-1}B)\det A$ by $\Psi(x)=\det A$ gives
$$E_L(x)=\operatorname{tr}(A^{-1}B),\qquad A_{ij}=\varphi_j(x_i),\quad B_{ij}=(h\varphi_j)(x_i).$$
The theorem takes any field `K`, any `h` with `LinearOnOrbitals h φ`, and any `x` with `slater φ x ≠ 0`. The rewrite `div_eq_iff hx` clears the denominator, and the identities for $\hat O\Psi$ and for $S(A,B)$ finish the proof. For a single electron the formula reduces to $(h\varphi)(x)/\varphi(x)$ for the one orbital $\varphi$.

```lean
/-- Where the Slater determinant does not vanish, the one-body local energy is the trace
`tr(A⁻¹ B)` with `Aᵢⱼ = φⱼ(xᵢ)` and `Bᵢⱼ = (h φⱼ)(xᵢ)`. -/
theorem localEnergy_slater {K : Type*} [Field K] (h : (X → K) → X → K) (φ : n → X → K)
    (hlin : LinearOnOrbitals h φ) (x : n → X) (hx : slater φ x ≠ 0) :
    localEnergy h (slater φ) x
      = trace ((slaterMatrix φ x)⁻¹ * slaterMatrix (fun j => h (φ j)) x) := by
  unfold localEnergy
  rw [div_eq_iff hx, oneBodyOp_slater h φ hlin]
  exact rowReplacedSum_eq_trace_inv _ _ hx
```

In variational Monte Carlo with a single determinant and no correlation factor, this gives the kinetic and other one-body parts of the local energy from one inverse Slater matrix and the values $(h\varphi_j)(x_i)$, which for the kinetic energy are obtained from second derivatives of the orbitals. Two-body interactions, Jastrow factors, sums of determinants and averages over configurations are not treated.

## Two electrons on a line

Take $\varphi_0(y)=y$, $\varphi_1(y)=y^2$, the kinetic operator $h=-\tfrac12\,d^2/dy^2$ in atomic units, and $x_0=1$, $x_1=2$. Then $h\varphi_0=0$, $h\varphi_1=-1$, and
$$A=\begin{pmatrix}1&1\\2&4\end{pmatrix},\qquad B=\begin{pmatrix}0&-1\\0&-1\end{pmatrix},\qquad \operatorname{adj}A=\begin{pmatrix}4&-1\\-2&1\end{pmatrix},\qquad\det A=2.$$
Replacing row 0 gives the determinant $0\cdot4-(-1)\cdot2=2$, replacing row 1 gives $1\cdot(-1)-1\cdot0=-1$, and $S=1$. The product $\operatorname{adj}A\;B$ has diagonal entries $0$ and $1$, so its trace is also $1$, and $E_L=\operatorname{tr}(A^{-1}B)=\tfrac12$. Direct differentiation agrees. Here $\Psi=x_0x_1^2-x_0^2x_1=x_0x_1(x_1-x_0)$, so $\hat O\Psi=-\tfrac12(-2x_1+2x_0)=x_1-x_0$ and $E_L=1/(x_0x_1)$ away from the nodes. This example is ordinary arithmetic and is not among the theorems. The polynomial orbitals are not square integrable on the line, so $\Psi$ is not a normalisable state, and the example serves as a check of the pointwise identity.

## Orbitals whose span is invariant

In the example $h\varphi_1$ leaves the span of the orbitals and $E_L$ varies with $x$. Suppose instead that $h\varphi_j=\sum_k H_{kj}\varphi_k$ for a constant matrix $H$, whose column $j$ holds the expansion coefficients of $h\varphi_j$. The hypothesis `hH` says that each $h\varphi_j$ lies in the span of the orbitals, so that with linearity the occupied space is closed under $h$. This holds when the orbitals are eigenfunctions, or are obtained from $N$ eigenfunctions by an invertible mixing matrix. Then $B_{ij}=\sum_k A_{ik}H_{kj}$, that is $B=AH$, which is `hB`, and
$$(\hat O\Psi)(x)=\operatorname{tr}(\operatorname{adj}A\;A\,H)=\operatorname{tr}(\det A\cdot H)=\operatorname{tr}(H)\,\Psi(x).$$
The adjugate form of the trace identity is used, so the statement holds over a commutative ring and at every configuration.

```lean
/-- If `h` maps each orbital into the span of the orbitals, `h φⱼ = ∑ₖ Hₖⱼ φₖ`, then the
one-body operator multiplies the Slater determinant by `tr H` at every configuration. -/
theorem oneBodyOp_slater_of_invariant {R : Type*} [CommRing R] (h : (X → R) → X → R)
    (φ : n → X → R) (hlin : LinearOnOrbitals h φ) (H : Matrix n n R)
    (hH : ∀ j, h (φ j) = ∑ k, H k j • φ k) (x : n → X) :
    oneBodyOp h (slater φ) x = trace H * slater φ x := by
  -- the matrix of `h φⱼ` factorises as `A H`
  have hB : slaterMatrix (fun j => h (φ j)) x = slaterMatrix φ x * H := by
    ext i j
    simp only [slaterMatrix, Matrix.of_apply, Matrix.mul_apply, hH, Finset.sum_apply,
      Pi.smul_apply, smul_eq_mul]
    exact Finset.sum_congr rfl fun k _ => mul_comm _ _
  rw [oneBodyOp_slater h φ hlin, hB, rowReplacedSum_eq_trace_adjugate, ← Matrix.mul_assoc,
    Matrix.adjugate_mul, Matrix.smul_mul, Matrix.one_mul, Matrix.trace_smul, smul_eq_mul]
  exact mul_comm _ _
```

For non-interacting electrons in eigenorbitals $H$ is diagonal, and the factor $\operatorname{tr}H$ is the sum of the orbital energies. The theorem does not say that $\Psi$ is a nonzero function, and it gives an eigenvalue equation in the usual sense only when $\Psi$ is nonzero somewhere.

## A singular matrix with nonzero sum

Take $A=\operatorname{diag}(1,0)$ and $B=I$ over $\mathbb{R}$. Replacing row 0 by $(1,0)$ changes nothing and gives determinant $0$, while replacing row 1 by $(0,1)$ gives $I$, with determinant $1$. Thus $S=1$ although $\det A=0$, and $S$ is not any number multiplied by $\det A$. The hypothesis $\det A\neq0$ therefore cannot be dropped from the factorised formula. Lean computes the sum as $\operatorname{tr}(\operatorname{adj}A)$, the adjugate being $\operatorname{diag}(0,1)$.

```lean
/-- The matrix `diag(1, 0)` has zero determinant, while its sum of row-replaced determinants
with rows from the identity equals one. -/
theorem rowReplacedSum_singular :
    (!![1, 0; 0, 0] : Matrix (Fin 2) (Fin 2) ℝ).det = 0 ∧
      rowReplacedSum (!![1, 0; 0, 0] : Matrix (Fin 2) (Fin 2) ℝ) 1 = 1 := by
  constructor
  · simp [Matrix.det_fin_two]
  · rw [rowReplacedSum_eq_trace_adjugate, Matrix.mul_one]
    simp [Matrix.adjugate_fin_two, Matrix.trace_fin_two]
```

The two-electron example, although not a normalisable state, shows the same effect for a Slater matrix. On the node $x_0=0$ the numerator is $x_1$, which need not vanish, and $1/(x_0x_1)$ diverges as that node is approached at fixed $x_1\neq0$.

## The derivative on exponential orbitals

A true differential operator meets the hypotheses of both the local-energy theorem and the invariance theorem. On the real line take $\varphi_j(y)=e^{a_jy}$ for $j=0,1$, with real exponents $a_0$ and $a_1$.

```lean
/-- Two exponential orbitals `exp(aⱼ y)` on the line. -/
def expOrbital (a : Fin 2 → ℝ) (j : Fin 2) (y : ℝ) : ℝ :=
  Real.exp (a j * y)
```

The chain rule gives $\varphi_j'=a_j\varphi_j$, recorded as `hd`. The derivative of $c_0\varphi_0+c_1\varphi_1$ is $c_0a_0\varphi_0+c_1a_1\varphi_1$ by the sum rule in `h2`, which is linearity on the orbitals. The same formula shows invariance with $H=\operatorname{diag}(a_0,a_1)$. At $x_0=0$, $x_1=1$ the rows of $A$ are $(1,1)$ and $(e^{a_0},e^{a_1})$, so $\Psi=e^{a_1}-e^{a_0}$, which is nonzero for $a_0\neq a_1$ because the exponential is injective. Distinct exponents make the orbitals independent, and equal ones would give two equal columns. The theorem states these three facts, and feeding them into the invariance theorem would give the factor $a_0+a_1$. The operator is $d/dy$ and not a Hamiltonian, and the exponentials are not normalisable on the line.

```lean
/-- For two exponential orbitals with distinct exponents, `d/dy` is linear on them, acts by
the matrix `diag(a)`, and their determinant is nonzero at the configuration `(0, 1)`. -/
theorem expOrbital_witness (a : Fin 2 → ℝ) (ha : a 0 ≠ a 1) :
    LinearOnOrbitals (deriv : (ℝ → ℝ) → ℝ → ℝ) (expOrbital a) ∧
      (∀ j, deriv (expOrbital a j) = ∑ k, diagonal a k j • expOrbital a k) ∧
      slater (expOrbital a) ![0, 1] ≠ 0 := by
  have hd : ∀ j y, HasDerivAt (expOrbital a j) (a j * expOrbital a j y) y := by
    intro j y
    have h1 := ((hasDerivAt_id y).const_mul (a j)).exp
    exact h1.congr_deriv (by simp only [id_eq, expOrbital]; ring)
  have hd' : ∀ j y, deriv (expOrbital a j) y = a j * expOrbital a j y :=
    fun j y => (hd j y).deriv
  refine ⟨?_, ?_, ?_⟩
  · intro c
    funext y
    have e : (∑ j, c j • expOrbital a j)
        = fun z => c 0 * expOrbital a 0 z + c 1 * expOrbital a 1 z := by
      funext z
      simp only [Fin.sum_univ_two, Pi.add_apply, Pi.smul_apply, smul_eq_mul]
    have h2 : HasDerivAt (fun z => c 0 * expOrbital a 0 z + c 1 * expOrbital a 1 z)
        (c 0 * (a 0 * expOrbital a 0 y) + c 1 * (a 1 * expOrbital a 1 y)) y :=
      ((hd 0 y).const_mul (c 0)).add ((hd 1 y).const_mul (c 1))
    rw [e, h2.deriv]
    simp only [Fin.sum_univ_two, Pi.add_apply, Pi.smul_apply, smul_eq_mul, hd']
  · intro j
    funext y
    rw [hd']
    fin_cases j <;> simp [Fin.sum_univ_two, Matrix.diagonal_apply]
  · have e : slater (expOrbital a) ![0, 1] = Real.exp (a 1) - Real.exp (a 0) := by
      simp [slater, slaterMatrix, Matrix.det_fin_two, expOrbital]
    rw [e, sub_ne_zero]
    exact fun h => ha (Real.exp_injective h).symm

end

end OneBodyLocalEnergy
```

```lean
#print axioms OneBodyLocalEnergy.localEnergy_slater
#print axioms OneBodyLocalEnergy.oneBodyOp_slater_of_invariant
#print axioms OneBodyLocalEnergy.rowReplacedSum_singular
```

```
'OneBodyLocalEnergy.localEnergy_slater' depends on axioms: [propext, Classical.choice, Quot.sound]
'OneBodyLocalEnergy.oneBodyOp_slater_of_invariant' depends on axioms: [propext, Classical.choice, Quot.sound]
'OneBodyLocalEnergy.rowReplacedSum_singular' depends on axioms: [propext, Classical.choice, Quot.sound]
```
